# The exponential of a real antisymmetric 4 × 4 matrix as a product of two single-angle factors

An orbital-optimisation step turns four real orthonormal orbitals into four new ones by a rotation $e^K$, where $K$ is a real antisymmetric matrix. If a code cuts the exponential series after the linear term, the new orbitals are no longer orthonormal unless $K=0$, since $(1+K)^T(1+K)=1-K^2$. The formula for two orbitals, $\cos\theta+(\sin\theta/\theta)K$, generally fails for four as well: its derivation uses $K^2=-\theta^2$, whereas a $4\times4$ rotation can have two different angles. The remedy used here is to split $K$ into two commuting parts that each have a square of this form.

## Two commuting parts, two angles

Every real antisymmetric $4\times4$ matrix can be written as $K=A+B$, with $A$ and $B$ antisymmetric, $AB=BA$, $A^2=-a^2$, $B^2=-b^2$ and $a,b\ge 0$, such that

$$e^K=(\cos a+\operatorname{sinc}a\,A)(\cos b+\operatorname{sinc}b\,B).$$

Scalars standing alone multiply the identity. Here $\operatorname{sinc}a=\sin a/a$ for $a\neq0$ and $\operatorname{sinc}0=1$. Some numerical libraries use the name for $\sin(\pi x)/(\pi x)$, which would give wrong rotations here.

## Rotating four orbitals in an SCF step

Let the columns of $C$ be the coefficients of the four orbitals. For the update $C\mapsto Ce^K$, the matrix $e^K$ can be formed from the two parts of $K$, the numbers $a$ and $b$, the sines and cosines of these, and one product of $4\times4$ matrices. Multiplying $C$ by the result completes the update. In electronic structure this applies to mean-field or active-space optimisation when the rotation mixes exactly four real orbitals. In a larger set, exponentials of separate $4\times4$ blocks do not in general multiply to the exponential of the full generator.

The case $a=0$ or $b=0$ occurs in practice, for instance at $K=0$, so a routine must handle $\operatorname{sinc}$ at zero and not divide blindly.

## From six matrix entries to the exponential

Number rows and columns from 0 to 3, and define two vectors from the entries of $K$:

$$v=\tfrac12(K_{01}+K_{23},\;K_{02}-K_{13},\;K_{03}+K_{12}),$$
$$w=\tfrac12(K_{01}-K_{23},\;K_{02}+K_{13},\;K_{03}-K_{12}).$$

From them build

$$A=\begin{pmatrix}0&v_0&v_1&v_2\\-v_0&0&v_2&-v_1\\-v_1&-v_2&0&v_0\\-v_2&v_1&-v_0&0\end{pmatrix},\quad
B=\begin{pmatrix}0&w_0&w_1&w_2\\-w_0&0&-w_2&w_1\\-w_1&w_2&0&-w_0\\-w_2&-w_1&w_0&0\end{pmatrix}.$$

**Sum.** Above the diagonal, $A+B$ has the entries $v_0+w_0=K_{01}$, $v_1+w_1=K_{02}$, $v_2+w_2=K_{03}$, $v_2-w_2=K_{12}$, $w_1-v_1=K_{13}$ and $v_0-w_0=K_{23}$. Antisymmetry fixes the rest.

**Squares.** Since $A^T=-A$, we have $A^2=-AA^T$, whose entries are minus the dot products of the rows of $A$. Different rows are orthogonal; rows 0 and 1, for example, give $v_1v_2-v_2v_1=0$. Each row has squared length $a^2=v_0^2+v_1^2+v_2^2$, so $A^2=-a^2$. In the same way $B^2=-b^2$ with $b=|w|$.

**Commutation.** Because $(AB)^T=B^TA^T=BA$, it is enough that $AB$ is symmetric. Write $\alpha_i$ and $\beta_j$ for the rows of $A$ and $B$. Then $(AB)_{ij}=-\alpha_i\cdot\beta_j$, and $\alpha_i\cdot\beta_j=\alpha_j\cdot\beta_i$ holds for all six pairs:

| $i,j$ | common value |
|---|---|
| 0,1 | $v_2w_1-v_1w_2$ |
| 0,2 | $v_0w_2-v_2w_0$ |
| 0,3 | $v_1w_0-v_0w_1$ |
| 1,2 | $v_0w_1+v_1w_0$ |
| 1,3 | $v_0w_2+v_2w_0$ |
| 2,3 | $v_1w_2+v_2w_1$ |

**Exponential.** From $A^2=-a^2$ follow $A^{2k}=(-1)^ka^{2k}$ and $A^{2k+1}=(-1)^ka^{2k}A$. Hence

$$e^A=\sum_k\frac{(-1)^ka^{2k}}{(2k)!}+\sum_k\frac{(-1)^ka^{2k}}{(2k+1)!}A=\cos a+\operatorname{sinc}a\,A.$$

The same holds for $B$. As $A$ and $B$ commute, the binomial theorem gives $(A+B)^m/m!=\sum_{p+q=m}A^pB^q/(p!\,q!)$. Summing over $m$ yields $e^{A+B}=e^Ae^B$, which is the stated product.

**Equal turning.** Antisymmetry gives $x\cdot Ax=-x\cdot Ax$, so $x\cdot Ax=0$ and $x\cdot e^Ax=\cos a\,(x\cdot x)$ for every vector $x$. Since $e^A$ also preserves lengths, it turns every nonzero vector through the same angle, which is the meaning of "isoclinic".

## A generator with rotation angles 3 and 1

Take $K_{01}=3$, $K_{23}=1$ and all other entries above the diagonal zero. Then $v=(2,0,0)$ and $w=(1,0,0)$, so $a=2$ and $b=1$. In the plane of the first two orbitals, the top row of the product is

$$\cos2\cos1-\sin2\sin1=\cos3\approx-0.990,$$
$$\cos2\sin1+\sin2\cos1=\sin3\approx0.141.$$

In the other plane $B$ has the opposite sign, and the corresponding entries are $\cos(2-1)\approx0.540$ and $\sin(2-1)\approx0.841$. These are the rotations by 3 and 1 radians that $K$ generates directly.

## The Lean source

```lean
import Mathlib

open Matrix

namespace IsoclinicSplitting

noncomputable section

/-- The left isoclinic generator built from a vector `v` in three dimensions. -/
def leftGen (v : Fin 3 → ℝ) : Matrix (Fin 4) (Fin 4) ℝ :=
  !![0, v 0, v 1, v 2; -v 0, 0, v 2, -v 1; -v 1, -v 2, 0, v 0; -v 2, v 1, -v 0, 0]

/-- The right isoclinic generator built from a vector `w` in three dimensions. -/
def rightGen (w : Fin 3 → ℝ) : Matrix (Fin 4) (Fin 4) ℝ :=
  !![0, w 0, w 1, w 2; -w 0, 0, -w 2, w 1; -w 1, w 2, 0, -w 0; -w 2, -w 1, w 0, 0]

/-- The Euclidean length of a vector in three dimensions. -/
def len (v : Fin 3 → ℝ) : ℝ := √(v 0 ^ 2 + v 1 ^ 2 + v 2 ^ 2)

/-- The vector of the left isoclinic part of `K`. -/
def leftVec (K : Matrix (Fin 4) (Fin 4) ℝ) : Fin 3 → ℝ :=
  ![(K 0 1 + K 2 3) / 2, (K 0 2 - K 1 3) / 2, (K 0 3 + K 1 2) / 2]

/-- The vector of the right isoclinic part of `K`. -/
def rightVec (K : Matrix (Fin 4) (Fin 4) ℝ) : Fin 3 → ℝ :=
  ![(K 0 1 - K 2 3) / 2, (K 0 2 + K 1 3) / 2, (K 0 3 - K 1 2) / 2]

/-- A left isoclinic generator is antisymmetric, and its square is minus the squared
length of its vector times the identity. -/
theorem leftGen_antisymm_sq (v : Fin 3 → ℝ) :
    (leftGen v)ᵀ = -leftGen v ∧ leftGen v * leftGen v = (-(len v ^ 2)) • 1 := by
  have h : len v ^ 2 = v 0 ^ 2 + v 1 ^ 2 + v 2 ^ 2 := Real.sq_sqrt (by positivity)
  rw [h]
  constructor
  · ext i j
    fin_cases i <;> fin_cases j <;> simp [leftGen]
  · ext i j
    fin_cases i <;> fin_cases j <;>
      simp [leftGen, Matrix.mul_apply, Fin.sum_univ_four] <;> ring

/-- A right isoclinic generator is antisymmetric, and its square is minus the squared
length of its vector times the identity. -/
theorem rightGen_antisymm_sq (w : Fin 3 → ℝ) :
    (rightGen w)ᵀ = -rightGen w ∧ rightGen w * rightGen w = (-(len w ^ 2)) • 1 := by
  have h : len w ^ 2 = w 0 ^ 2 + w 1 ^ 2 + w 2 ^ 2 := Real.sq_sqrt (by positivity)
  rw [h]
  constructor
  · ext i j
    fin_cases i <;> fin_cases j <;> simp [rightGen]
  · ext i j
    fin_cases i <;> fin_cases j <;>
      simp [rightGen, Matrix.mul_apply, Fin.sum_univ_four] <;> ring

/-- Every left isoclinic generator commutes with every right isoclinic generator. -/
theorem leftGen_comm_rightGen (v w : Fin 3 → ℝ) :
    leftGen v * rightGen w = rightGen w * leftGen v := by
  ext i j
  fin_cases i <;> fin_cases j <;>
    simp [leftGen, rightGen, Matrix.mul_apply, Fin.sum_univ_four] <;> ring

/-- An antisymmetric 4 by 4 matrix is the sum of its left and right isoclinic parts. -/
theorem eq_left_add_right (K : Matrix (Fin 4) (Fin 4) ℝ) (hK : Kᵀ = -K) :
    K = leftGen (leftVec K) + rightGen (rightVec K) := by
  have h (i j : Fin 4) : K j i = -K i j := by
    have := congrFun (congrFun hK i) j
    simpa using this
  ext i j
  fin_cases i <;> fin_cases j <;> simp [leftGen, rightGen, leftVec, rightVec] <;>
    linarith [h 0 0, h 1 1, h 2 2, h 3 3, h 0 1, h 0 2, h 0 3, h 1 2, h 1 3, h 2 3]

/-- The power series of `sinc a`, the function equal to `sin a / a` for nonzero `a`
and to 1 at `a = 0`. -/
theorem hasSum_sinc (a : ℝ) :
    HasSum (fun k : ℕ => (-1 : ℝ) ^ k * a ^ (2 * k) / ((2 * k + 1).factorial : ℝ))
      (Real.sinc a) := by
  rcases eq_or_ne a 0 with rfl | ha
  · -- only the constant term survives
    have h := hasSum_single
      (f := fun k : ℕ => (-1 : ℝ) ^ k * 0 ^ (2 * k) / ((2 * k + 1).factorial : ℝ)) 0
      (fun k hk => by simp [hk])
    simpa using h
  · -- divide the sine series by a
    rw [Real.sinc_of_ne_zero ha]
    have e : (fun k : ℕ => (-1 : ℝ) ^ k * a ^ (2 * k) / ((2 * k + 1).factorial : ℝ)) =
        fun k : ℕ => (-1 : ℝ) ^ k * a ^ (2 * k + 1) / ((2 * k + 1).factorial : ℝ) / a := by
      funext k
      rw [pow_succ a (2 * k), ← mul_assoc, div_right_comm, mul_div_cancel_right₀ _ ha]
    rw [e]
    exact (Real.hasSum_sin a).div_const a

variable {n : Type*} [Fintype n] [DecidableEq n]

/-- In any dimension, a real matrix with `A² = -a²` has the exponential
`cos a + sinc a · A`. -/
theorem exp_of_sq (A : Matrix n n ℝ) (a : ℝ) (hA : A * A = (-(a ^ 2)) • 1) :
    NormedSpace.exp A = Real.cos a • 1 + Real.sinc a • A := by
  have hev (k : ℕ) : A ^ (2 * k) = ((-1) ^ k * a ^ (2 * k)) • (1 : Matrix n n ℝ) := by
    rw [pow_mul A 2 k, pow_two A, hA, smul_pow, one_pow, pow_mul a 2 k, neg_pow (a ^ 2) k]
  -- the even terms sum to the cosine
  have he : HasSum (fun k : ℕ => ((2 * k).factorial : ℝ)⁻¹ • A ^ (2 * k))
      (Real.cos a • (1 : Matrix n n ℝ)) := by
    convert (Real.hasSum_cos a).smul_const (1 : Matrix n n ℝ) using 1
    funext k
    rw [hev, smul_smul]
    congr 1
    ring
  -- the odd terms sum to sinc a times A
  have ho : HasSum (fun k : ℕ => ((2 * k + 1).factorial : ℝ)⁻¹ • A ^ (2 * k + 1))
      (Real.sinc a • A) := by
    convert (hasSum_sinc a).smul_const A using 1
    funext k
    rw [pow_succ, hev, smul_mul_assoc, one_mul, smul_smul]
    congr 1
    ring
  rw [NormedSpace.exp_eq_tsum (𝕂 := ℝ)]
  exact (HasSum.even_add_odd
    (f := fun m : ℕ => (m.factorial : ℝ)⁻¹ • A ^ m) he ho).tsum_eq

/-- For commuting real matrices with `A² = -a²` and `B² = -b²`, the exponential of
`A + B` is a product of two factors, each linear in its generator. -/
theorem exp_add_of_sq (A B : Matrix n n ℝ) (a b : ℝ) (hAB : A * B = B * A)
    (hA : A * A = (-(a ^ 2)) • 1) (hB : B * B = (-(b ^ 2)) • 1) :
    NormedSpace.exp (A + B) =
      (Real.cos a • 1 + Real.sinc a • A) * (Real.cos b • 1 + Real.sinc b • B) := by
  rw [Matrix.exp_add_of_commute A B hAB, exp_of_sq A a hA, exp_of_sq B b hB]

/-- Two explicit 4 by 4 matrices that commute and have squares `-2²` and `-1²`. -/
theorem exp_add_of_sq_witness :
    let A : Matrix (Fin 4) (Fin 4) ℝ := !![0, 2, 0, 0; -2, 0, 0, 0; 0, 0, 0, 2; 0, 0, -2, 0]
    let B : Matrix (Fin 4) (Fin 4) ℝ := !![0, 1, 0, 0; -1, 0, 0, 0; 0, 0, 0, -1; 0, 0, 1, 0]
    A * B = B * A ∧ A * A = (-((2 : ℝ) ^ 2)) • 1 ∧ B * B = (-((1 : ℝ) ^ 2)) • 1 := by
  refine ⟨?_, ?_, ?_⟩ <;> ext i j <;> fin_cases i <;> fin_cases j <;>
    simp [Matrix.mul_apply, Fin.sum_univ_four] <;> norm_num

/-- Every real antisymmetric 4 by 4 matrix `K` is a sum of commuting antisymmetric `A`
and `B` with `A² = -a²`, `B² = -b²` and `a, b ≥ 0`, and its exponential is
`(cos a + sinc a · A)(cos b + sinc b · B)`. -/
theorem isoclinic_splitting (K : Matrix (Fin 4) (Fin 4) ℝ) (hK : Kᵀ = -K) :
    ∃ (A B : Matrix (Fin 4) (Fin 4) ℝ) (a b : ℝ),
      K = A + B ∧ Aᵀ = -A ∧ Bᵀ = -B ∧ A * B = B * A ∧ 0 ≤ a ∧ 0 ≤ b ∧
      A * A = (-(a ^ 2)) • 1 ∧ B * B = (-(b ^ 2)) • 1 ∧
      NormedSpace.exp K =
        (Real.cos a • 1 + Real.sinc a • A) * (Real.cos b • 1 + Real.sinc b • B) := by
  obtain ⟨hAt, hA⟩ := leftGen_antisymm_sq (leftVec K)
  obtain ⟨hBt, hB⟩ := rightGen_antisymm_sq (rightVec K)
  have hAB := leftGen_comm_rightGen (leftVec K) (rightVec K)
  have hsum := eq_left_add_right K hK
  refine ⟨leftGen (leftVec K), rightGen (rightVec K), len (leftVec K), len (rightVec K),
    hsum, hAt, hBt, hAB, Real.sqrt_nonneg _, Real.sqrt_nonneg _, hA, hB, ?_⟩
  exact (congrArg NormedSpace.exp hsum).trans (exp_add_of_sq _ _ _ _ hAB hA hB)

/-- If `A` is real and antisymmetric with `A² = -a²`, then the overlap of any vector `x`
with its image under `exp A` is `cos a` times the squared length of `x`. -/
theorem exp_isoclinic (A : Matrix n n ℝ) (a : ℝ) (hT : Aᵀ = -A)
    (hA : A * A = (-(a ^ 2)) • 1) (x : n → ℝ) :
    x ⬝ᵥ (NormedSpace.exp A *ᵥ x) = Real.cos a * (x ⬝ᵥ x) := by
  -- an antisymmetric generator moves x at right angles to itself
  have h : x ⬝ᵥ (A *ᵥ x) = -(x ⬝ᵥ (A *ᵥ x)) := by
    calc x ⬝ᵥ (A *ᵥ x) = (x ᵥ* A) ⬝ᵥ x := Matrix.dotProduct_mulVec x A x
      _ = (Aᵀ *ᵥ x) ⬝ᵥ x := by rw [Matrix.mulVec_transpose]
      _ = -(x ⬝ᵥ (A *ᵥ x)) := by
        rw [hT, Matrix.neg_mulVec, neg_dotProduct, dotProduct_comm]
  have h0 : x ⬝ᵥ (A *ᵥ x) = 0 := by linarith
  rw [exp_of_sq A a hA, Matrix.add_mulVec, Matrix.smul_mulVec, Matrix.smul_mulVec,
    Matrix.one_mulVec, dotProduct_add, dotProduct_smul, dotProduct_smul, h0]
  simp

end

end IsoclinicSplitting
```

```lean
#print axioms IsoclinicSplitting.exp_add_of_sq
-- 'IsoclinicSplitting.exp_add_of_sq' depends on axioms: [propext, Classical.choice, Quot.sound]
#print axioms IsoclinicSplitting.isoclinic_splitting
-- 'IsoclinicSplitting.isoclinic_splitting' depends on axioms: [propext, Classical.choice, Quot.sound]
#print axioms IsoclinicSplitting.exp_isoclinic
-- 'IsoclinicSplitting.exp_isoclinic' depends on axioms: [propext, Classical.choice, Quot.sound]
```

## How the lemmas match the algebra

`leftGen` and `rightGen` are the matrices $A$ and $B$ above, `leftVec` and `rightVec` give $v$ and $w$, and `len` is the Euclidean length. The labels left and right are a convention that other texts may swap.

- `leftGen_antisymm_sq`, `rightGen_antisymm_sq` and `leftGen_comm_rightGen` check the matrix identities entry by entry: `fin_cases` runs through the indices and `ring` settles the remaining polynomial identities.
- `eq_left_add_right` proves the sum, with `linarith` using $K_{ji}=-K_{ij}$.
- `hasSum_sinc` divides the sine series by $a$, and treats $a=0$ separately, where only the constant term survives.
- `exp_of_sq` sums the even terms in `he` and the odd terms in `ho`, then joins them with `HasSum.even_add_odd`.
- `exp_add_of_sq` factorises the exponential by `Matrix.exp_add_of_commute`. Its hypotheses are met with nonzero $a$ and $b$ by the matrices in `exp_add_of_sq_witness`, which are those of the numerical example.
- `isoclinic_splitting` assembles these results for a given $K$.
- `exp_isoclinic` first shows $x\cdot Ax=0$ and then inserts the formula for $e^A$.

## What a code may take from the theorems

In `isoclinic_splitting`, `K` is a $4\times4$ matrix over the real numbers, and the only hypothesis, `Kᵀ = -K`, says that it is antisymmetric. The conclusion is that matrices $A,B$ and numbers $a,b\ge0$ exist with all the listed properties. `NormedSpace.exp` is the matrix exponential, not the entrywise one, and `(-(a ^ 2)) • 1` is $-a^2$ times the identity.

The theorem does not name the matrices it supplies, nor does it say that they are unique. A code that needs explicit formulas should rely on `eq_left_add_right`, the lemmas on squares and commutation, and `exp_add_of_sq`.

The lemmas `exp_of_sq`, `exp_add_of_sq` and `exp_isoclinic` hold for real square matrices of any finite size, but they assume the condition on the squares. Only in the $4\times4$ case is a splitting with that property constructed for every antisymmetric $K$.

The step from the theorem to an SCF program is the identification of $K$ with the rotation parameters of four orthonormal orbitals. How $K$ is chosen, and whether the iteration converges, are separate questions. The entries are real numbers, not floating-point ones, so the rounding behaviour of an implementation needs its own analysis.
